# The RDMFT energy gradient at stationary orbitals contains no orbital response

The energy is treated here as a function of unrestricted orbital coefficients, and orthonormality is imposed only on the path that the orbitals follow as a nucleus moves. The energy can then be differentiated in every coefficient direction, including directions that break orthonormality, and the constraint enters through a matrix of Lagrange multipliers.

Let $x$ be one nuclear coordinate, $n$ the occupation numbers, $C$ the orbital coefficients and $S$ the overlap matrix of the basis. In reduced density-matrix functional theory (RDMFT), the energy $E(x,n,C)$ depends on all three arguments. Suppose that the orbitals stay orthonormal, $C^TSC=1$, and that the Lagrangian $E-\operatorname{tr}[L(C^TSC-1)]$ is stationary in $C$ for a symmetric multiplier matrix $L$. If the occupations also satisfy their own first-order conditions at fixed particle number, then

$$\frac{dE}{dx}=\frac{\partial E}{\partial x}-\operatorname{tr}(L\,C^TS'C),$$

where a prime denotes a derivative along $x$. For a finite real basis and a differentiable solution path, a force can thus be evaluated without solving response equations for $C'$ or $n'$.

## Energy, basis and orbitals as Lean objects

```lean
import Mathlib

open Matrix Topology

namespace RDMFTGradient

variable {ι κ : Type*} [Fintype ι] [Fintype κ]
```

The type `ι` labels basis functions and `κ` labels orbitals. Both are finite, and everything is real.

```lean
/-- The arguments of the energy: a nuclear coordinate, the occupation numbers and the
orbital coefficients. -/
abbrev Params (ι κ : Type*) := ℝ × (κ → ℝ) × (ι → κ → ℝ)
```

A point of `Params ι κ` is a triple $(x,n,C)$. The coefficients are stored as a function of two indices, because Mathlib gives such functions a norm by default, which is convenient for differentiation, but does not do so for matrices. This is why `fun i j => C x i j` appears later: it is the matrix $C(x)$ read as an array.

```lean
/-- The part of the energy differential that acts on a variation of the orbital coefficients. -/
noncomputable def orbitalDerivative (D : Params ι κ →L[ℝ] ℝ) : Matrix ι κ ℝ →ₗ[ℝ] ℝ where
  toFun V := D (0, 0, fun i j => V i j)
  map_add' V W := by
    rw [← D.map_add]
    congr 1
    ext <;> simp
  map_smul' c V := by
    rw [RingHom.id_apply, ← D.map_smul]
    congr 1
    ext <;> simp
```

`D` stands for the full differential of $E$ at one point, a linear map on triples. Feeding it $(0,0,V)$ varies the coefficients alone, so `orbitalDerivative D V` is $D_CE(V)$. The remaining lines check linearity.

## Differentiating orthonormality

```lean
omit [Fintype κ] in
/-- Differentiating the orthonormality condition relates the orbital response to the
derivative of the overlap matrix. -/
theorem orthonormality_response [DecidableEq κ] {S : ℝ → Matrix ι ι ℝ}
    {C : ℝ → Matrix ι κ ℝ} {S' : Matrix ι ι ℝ} {C' : Matrix ι κ ℝ} {x : ℝ}
    (hS : ∀ i j, HasDerivAt (fun y => S y i j) (S' i j) x)
    (hC : ∀ i j, HasDerivAt (fun y => C y i j) (C' i j) x)
    (horth : ∀ᶠ y in 𝓝 x, (C y)ᵀ * S y * C y = 1) :
    C'ᵀ * S x * C x + (C x)ᵀ * S' * C x + (C x)ᵀ * S x * C' = 0 := by
  ext a b
  have h := HasDerivAt.fun_sum (u := Finset.univ) fun j _ =>
    (HasDerivAt.fun_sum (u := Finset.univ) fun i _ =>
      (hC i a).fun_mul (hS i j)).fun_mul (hC j b)
  -- the same entry is constant near x
  have h0 : HasDerivAt (fun y => ∑ j, (∑ i, C y i a * S y i j) * C y j b) 0 x := by
    refine (hasDerivAt_const x ((1 : Matrix κ κ ℝ) a b)).congr_of_eventuallyEq ?_
    filter_upwards [horth] with y hy
    simpa only [Matrix.mul_apply, transpose_apply] using congrFun (congrFun hy a) b
  simp only [Matrix.add_apply, Matrix.mul_apply, transpose_apply, Matrix.zero_apply]
  rw [← h.unique h0]
  simp only [Finset.sum_add_distrib, add_mul]
```

`HasDerivAt f f' x` says that $f$ is differentiable at $x$ with derivative $f'$, and `∀ᶠ y in 𝓝 x` means "for all $y$ in some neighbourhood of $x$". If $C^TSC=1$ near $x$, the theorem gives

$$C'^TSC+C^TS'C+C^TSC'=0.$$

By hand, write one entry as

$$(C^TSC)_{ab}=\sum_j\Big(\sum_i C_{ia}S_{ij}\Big)C_{jb}.$$

The product rule yields the three terms. The entry is also constant near $x$, so its derivative is zero. In the proof, `h` is the product rule, `h0` is the zero derivative, and `h.unique` equates them.

```lean
/-- With a symmetric multiplier, the orbital-response term equals minus the trace of the
multiplier with the overlap derivative in the orbital basis. -/
theorem response_trace_identity {S S' : Matrix ι ι ℝ} {C C' : Matrix ι κ ℝ}
    {L : Matrix κ κ ℝ} (hS : Sᵀ = S) (hL : Lᵀ = L)
    (h : C'ᵀ * S * C + Cᵀ * S' * C + Cᵀ * S * C' = 0) :
    2 * trace (L * Cᵀ * S * C') = -trace (L * Cᵀ * S' * C) := by
  have t : trace (L * (C'ᵀ * S * C)) = trace (L * (Cᵀ * S * C')) := by
    rw [← trace_transpose (L * (C'ᵀ * S * C))]
    simp only [transpose_mul, transpose_transpose, hS, hL]
    rw [trace_mul_comm _ L]
    simp only [Matrix.mul_assoc]
  have e := congrArg (fun M => trace (L * M)) h
  simp only [Matrix.mul_add, trace_add, Matrix.mul_zero, trace_zero] at e
  rw [t] at e
  simp only [Matrix.mul_assoc] at e ⊢
  linarith
```

This step is pure algebra: `S'` and `C'` may be any matrices that satisfy the displayed relation. Multiply it by $L$ and take the trace:

$$\operatorname{tr}(LC'^TSC)+\operatorname{tr}(LC^TS'C)+\operatorname{tr}(LC^TSC')=0.$$

A trace is unchanged by transposition and by cyclic permutation. With $S$ and $L$ symmetric,

$$\operatorname{tr}(LC'^TSC)=\operatorname{tr}(C^TSC'L)=\operatorname{tr}(LC^TSC').$$

The first and third terms are therefore equal, and

$$2\operatorname{tr}(LC^TSC')=-\operatorname{tr}(LC^TS'C).$$

The equality of the two terms is `t`, the traced relation is `e`, and `linarith` does the final linear arithmetic.

```lean
/-- Two orbitals in a non-orthogonal basis satisfy the symmetry, orthonormality and response
relations with a nonzero overlap derivative. -/
theorem response_trace_identity_witness :
    let S : Matrix (Fin 2) (Fin 2) ℝ := !![1, 1; 1, 2]
    let S' : Matrix (Fin 2) (Fin 2) ℝ := !![0, 1; 1, 0]
    let C : Matrix (Fin 2) (Fin 2) ℝ := !![1, -1; 0, 1]
    let C' : Matrix (Fin 2) (Fin 2) ℝ := !![1 / 2, -3 / 2; -1 / 2, 1]
    Sᵀ = S ∧ Cᵀ * S * C = 1 ∧ C'ᵀ * S * C + Cᵀ * S' * C + Cᵀ * S * C' = 0 := by
  refine ⟨?_, ?_, ?_⟩ <;> ext i j <;> fin_cases i <;> fin_cases j <;>
    norm_num [Matrix.mul_apply, Fin.sum_univ_two]
```

Here is a concrete case with two orbitals in a non-orthogonal basis and a nonzero $S'$. The theorem checks symmetry, orthonormality and the differentiated constraint entry by entry; it involves no energy or occupations. With $L=1$, both sides of the trace identity equal $2$.

## Where the multiplier matrix comes from

```lean
/-- A linear energy variation vanishes for all orthonormality-preserving orbital variations
exactly when it is given by a symmetric matrix of Lagrange multipliers. -/
theorem stationary_iff_symmetric_multiplier [DecidableEq κ] {S : Matrix ι ι ℝ}
    {C : Matrix ι κ ℝ} (hS : Sᵀ = S) (hC : Cᵀ * S * C = 1) (f : Matrix ι κ ℝ →ₗ[ℝ] ℝ) :
    (∀ V, Vᵀ * S * C + Cᵀ * S * V = 0 → f V = 0) ↔
      ∃ L : Matrix κ κ ℝ, Lᵀ = L ∧ ∀ V, f V = 2 * trace (L * Cᵀ * S * V) := by
  constructor
  · intro hf
    -- G represents the variation within the span of the orbitals
    let G : Matrix κ κ ℝ := Matrix.of fun j i => f (C * Matrix.single i j (1 : ℝ))
    have hG : ∀ A : Matrix κ κ ℝ, f (C * A) = trace (G * A) := by
      intro A
      have hA : A = ∑ i, ∑ j, A i j • Matrix.single i j (1 : ℝ) := by
        simpa only [Matrix.smul_single, smul_eq_mul, mul_one] using
          Matrix.matrix_eq_sum_single A
      refine (congrArg (fun M => f (C * M)) hA).trans ?_
      simp only [Matrix.mul_sum, Matrix.mul_smul, map_sum, map_smul, smul_eq_mul]
      rw [Finset.sum_comm]
      simp only [Matrix.trace, Matrix.diag_apply, Matrix.mul_apply, G, Matrix.of_apply]
      exact Finset.sum_congr rfl fun j _ => Finset.sum_congr rfl fun i _ => mul_comm _ _
    refine ⟨(1 / 4 : ℝ) • (G + Gᵀ), ?_, fun V => ?_⟩
    · rw [transpose_smul, transpose_add, transpose_transpose, add_comm]
    obtain ⟨W, hW⟩ : ∃ W, W = Cᵀ * S * V := ⟨_, rfl⟩
    have h2 : ∀ T : Matrix ι κ ℝ, Tᵀ * S * C = (Cᵀ * S * T)ᵀ := fun T => by
      simp only [transpose_mul, transpose_transpose, hS, Matrix.mul_assoc]
    -- removing the symmetric part leaves an allowed variation
    have h1 : Cᵀ * S * (V - C * ((1 / 2 : ℝ) • (W + Wᵀ))) = W - (1 / 2 : ℝ) • (W + Wᵀ) := by
      rw [Matrix.mul_sub, ← Matrix.mul_assoc (Cᵀ * S) C, hC, Matrix.one_mul, ← hW]
    have h3 := hf (V - C * ((1 / 2 : ℝ) • (W + Wᵀ))) (by
      rw [h2, h1]
      ext a b
      simp only [Matrix.add_apply, Matrix.sub_apply, Matrix.smul_apply,
        transpose_apply, Matrix.zero_apply, smul_eq_mul]
      ring)
    rw [map_sub, sub_eq_zero, hG] at h3
    have ha : (1 / 4 : ℝ) • (G + Gᵀ) * Cᵀ * S * V = (1 / 4 : ℝ) • (G + Gᵀ) * W := by
      rw [hW]
      simp only [Matrix.mul_assoc]
    have tt : trace (G * Wᵀ) = trace (Gᵀ * W) := by
      rw [← trace_transpose (G * Wᵀ), transpose_mul, transpose_transpose, trace_mul_comm W]
    rw [h3, ha]
    simp only [Matrix.smul_mul, Matrix.mul_smul, trace_smul, Matrix.add_mul,
      Matrix.mul_add, trace_add, smul_eq_mul, tt]
    ring
  · rintro ⟨L, hL, hf⟩ V hV
    rw [hf, response_trace_identity (S' := 0) hS hL (by simpa using hV)]
    simp
```

At fixed overlap, a variation $V$ preserves orthonormality to first order when $V^TSC+C^TSV=0$. The theorem says that a linear function $f$ vanishes on all such variations exactly when some symmetric $L$ gives

$$f(V)=2\operatorname{tr}(LC^TSV)\quad\text{for all }V.$$

Taking $f=D_CE$ turns this into the condition for stationary orbitals. The factor 2 corresponds to the Lagrangian $E-\operatorname{tr}[L(C^TSC-1)]$.

Suppose first that $f$ vanishes on the allowed variations. Define $G_{ji}=f(Ce_{ij})$, where $e_{ij}$ has a single entry 1 at position $(i,j)$. Linearity gives $f(CA)=\operatorname{tr}(GA)$ for every square matrix $A$. For arbitrary $V$, put $W=C^TSV$ and subtract the part that violates the constraint:

$$V_0=V-\tfrac12C(W+W^T).$$

Since $C^TSC=1$, we get $C^TSV_0=\tfrac12(W-W^T)$. This is antisymmetric, so $V_0$ is allowed and $f(V_0)=0$. Hence

$$f(V)=\tfrac12\operatorname{tr}[G(W+W^T)]=\tfrac12\operatorname{tr}[(G+G^T)W],$$

which has the required form with $L=\tfrac14(G+G^T)$. In the code, `hG` is the formula for $f(CA)$, `h1` computes $C^TSV_0$, and `h3` applies stationarity.

Conversely, if $L$ is given and $V$ is allowed, the trace identity with $S'=0$ yields $f(V)=0$.

## The gradient with occupation response kept

```lean
-- Common setting: differentiable energy, overlap, orbitals and occupations; orthonormal
-- orbitals near x; stationarity at x with a symmetric multiplier L.
variable [DecidableEq κ] {E : Params ι κ → ℝ} {D : Params ι κ →L[ℝ] ℝ}
  {S : ℝ → Matrix ι ι ℝ} {C : ℝ → Matrix ι κ ℝ} {n : ℝ → κ → ℝ} {S' : Matrix ι ι ℝ}
  {C' : Matrix ι κ ℝ} {n' : κ → ℝ} {L : Matrix κ κ ℝ} {x : ℝ}
  (hE : HasFDerivAt E D (x, n x, fun i j => C x i j))
  (hS : ∀ i j, HasDerivAt (fun y => S y i j) (S' i j) x)
  (hC : ∀ i j, HasDerivAt (fun y => C y i j) (C' i j) x)
  (hn : ∀ k, HasDerivAt (fun y => n y k) (n' k) x)
  (hsym : (S x)ᵀ = S x) (horth : ∀ᶠ y in 𝓝 x, (C y)ᵀ * S y * C y = 1) (hL : Lᵀ = L)
  (hstat : ∀ V, orbitalDerivative D V = 2 * trace (L * (C x)ᵀ * S x * V))

include hE hS hC hn hsym horth hL hstat

/-- At stationary orbitals the total energy derivative contains the explicit and occupation
responses and an overlap term, but no derivative of the orbital coefficients. -/
theorem gradient_without_orbital_response :
    HasDerivAt (fun y => E (y, n y, fun i j => C y i j))
      (D (1, n', 0) - trace (L * (C x)ᵀ * S' * C x)) x := by
  have hpath : HasDerivAt (fun y => ((y, n y, fun i j => C y i j) : Params ι κ))
      (1, n', fun i j => C' i j) x :=
    (hasDerivAt_id' x).prodMk ((hasDerivAt_pi.2 hn).prodMk
      (hasDerivAt_pi.2 fun i => hasDerivAt_pi.2 fun j => hC i j))
  refine (hE.comp_hasDerivAt x hpath).congr_deriv ?_
  have hsplit : D (1, n', fun i j => C' i j) = D (1, n', 0) + orbitalDerivative D C' := by
    change _ = _ + D (0, 0, fun i j => C' i j)
    rw [← D.map_add]
    congr 1
    ext <;> simp
  rw [hsplit, hstat, response_trace_identity hsym hL (orthonormality_response hS hC horth)]
  ring
```

The `variable` block collects the assumptions, and `include` adds them to both remaining theorems:

- `hE`: $E$ is differentiable at the current point, with differential `D`.
- `hS`, `hC`, `hn`: overlap, coefficients and occupations are differentiable along $x$.
- `hsym`, `horth`: $S$ is symmetric at $x$, and the orbitals are orthonormal near $x$.
- `hL`, `hstat`: the orbitals are stationary at $x$, with symmetric multiplier $L$.

The chain rule gives

$$\frac{dE}{dx}=D(1,n',C')=D(1,n',0)+D_CE(C').$$

Stationarity and the trace identity turn the last term into

$$D_CE(C')=2\operatorname{tr}(LC^TSC')=-\operatorname{tr}(LC^TS'C).$$

So $C'$ disappears. In the proof, `hpath` differentiates the path, `hsplit` separates the orbital part, and the final `rw` makes these two substitutions. The term $D(1,n',0)$ still contains $\sum_k n'_k\,\partial E/\partial n_k$; for fixed occupations, $n'=0$ and only $\partial E/\partial x$ remains of it. That partial derivative is taken at fixed coefficients, so it includes the change of the integrals when the basis functions move.

The symmetry of $L$ matters. The following example is purely mathematical: its energy changes when the sign of one orbital is flipped, which a physical energy does not. Take two basis functions and two orbitals with $S=1$ throughout, constant occupations, and, with indices starting at 0 as in `Fin 2`,

$$E=2(C_{10}-C_{01}),\qquad C(x)=\begin{pmatrix}\cos x&-\sin x\\ \sin x&\cos x\end{pmatrix},\qquad L=\begin{pmatrix}0&1\\-1&0\end{pmatrix}.$$

At $x=0$ every assumption except `hL` holds. The formula would give zero, since neither $E$ nor $S$ depends explicitly on $x$. Yet along the path $E=4\sin x$, whose derivative at $0$ is $4$. The antisymmetric $L$ describes orbitals that can still change the energy by rotating among themselves.

## Optimal occupations remove the last response term

```lean
/-- For stationary orbitals, and occupations in [0, 1] with fixed sum whose fractional members share
one energy derivative, the total energy derivative is the explicit derivative minus the overlap
term. -/
theorem rdmft_gradient {μ N : ℝ}
    (hbox : ∀ᶠ y in 𝓝 x, ∀ k, 0 ≤ n y k ∧ n y k ≤ 1)
    (hN : ∀ᶠ y in 𝓝 x, ∑ k, n y k = N)
    (hμ : ∀ k, 0 < n x k → n x k < 1 → D (0, Pi.single k 1, 0) = μ) :
    HasDerivAt (fun y => E (y, n y, fun i j => C y i j))
      (D (1, 0, 0) - trace (L * (C x)ᵀ * S' * C x)) x := by
  refine (gradient_without_orbital_response hE hS hC hn hsym horth hL hstat).congr_deriv ?_
  have hsum : ∑ k, n' k = 0 := by
    have h : HasDerivAt (fun y => ∑ k, n y k) (∑ k, n' k) x :=
      HasDerivAt.fun_sum fun k _ => hn k
    exact h.unique ((hasDerivAt_const x N).congr_of_eventuallyEq hN)
  -- a pinned occupation is at a local extremum and has no first-order response
  have hk : ∀ k, n' k * D (0, Pi.single k 1, 0) = n' k * μ := by
    intro k
    have hx := hbox.self_of_nhds k
    rcases hx.1.eq_or_lt with h0 | h0
    · have hm : IsLocalMin (fun y => n y k) x := hbox.mono fun y hy => by
        show n x k ≤ n y k
        linarith [(hy k).1]
      rw [hm.hasDerivAt_eq_zero (hn k), zero_mul, zero_mul]
    rcases hx.2.eq_or_lt with h1 | h1
    · have hm : IsLocalMax (fun y => n y k) x := hbox.mono fun y hy => by
        show n y k ≤ n x k
        linarith [(hy k).2]
      rw [hm.hasDerivAt_eq_zero (hn k), zero_mul, zero_mul]
    · rw [hμ k h0 h1]
  have hv : ((1, n', 0) : Params ι κ) =
      (1, 0, 0) + ∑ k, n' k • ((0, Pi.single k 1, 0) : Params ι κ) := by
    ext <;> simp [Prod.fst_sum, Prod.snd_sum, Finset.sum_apply, Pi.single_apply]
  rw [hv, D.map_add, map_sum]
  simp only [map_smul, smul_eq_mul, hk]
  rw [← Finset.sum_mul, hsum]
  ring

end RDMFTGradient
```

Three conditions on the occupations are added. `hbox` keeps each one between 0 and 1 near $x$, the range for spin orbitals. `hN` fixes their sum at the particle number $N$. `hμ` says that all fractional occupations have the same energy derivative $\mu$, the chemical potential: transferring a little occupation between two such orbitals costs no energy to first order. In Lean, `Pi.single k 1` is the unit variation of occupation $k$.

An occupation equal to 0 at $x$ is at a local minimum along the path, and one equal to 1 is at a local maximum. In both cases $n'_k=0$. For the others, $\partial E/\partial n_k=\mu$. Therefore

$$\sum_k n'_k\frac{\partial E}{\partial n_k}=\mu\sum_k n'_k=\mu\frac{dN}{dx}=0,$$

which leaves the gradient stated at the start. In the code, `hsum` differentiates the particle number, `hk` treats the three cases, and `hv` splits the variation $(1,n',0)$ into its explicit and occupation parts.

Stationarity, the common $\mu$ and the differentiability of the solution path are assumed, not derived from a minimisation. The requirement that $E$ be differentiable also applies where an occupation equals 0 or 1. It excludes, for example, a functional with a contributing $\sqrt{n_in_j}$ term at $n_i=0$ and $n_j>0$, where the slope in $n_i$ is infinite.

```lean
#print axioms RDMFTGradient.stationary_iff_symmetric_multiplier
-- 'RDMFTGradient.stationary_iff_symmetric_multiplier' depends on axioms: [propext, Classical.choice, Quot.sound]
#print axioms RDMFTGradient.gradient_without_orbital_response
-- 'RDMFTGradient.gradient_without_orbital_response' depends on axioms: [propext, Classical.choice, Quot.sound]
#print axioms RDMFTGradient.rdmft_gradient
-- 'RDMFTGradient.rdmft_gradient' depends on axioms: [propext, Classical.choice, Quot.sound]
```
